# The full plane-wave matrix of a grid step function is a Hermitian projector

In an augmented-plane-wave calculation, plane waves describe the electrons only in the interstitial region between the atomic spheres. Their overlaps over that region are Fourier coefficients of its step function, taken at differences of wave vectors. Cutting a function off outside the region twice is the same as doing it once. Does the matrix of these coefficients inherit that property?

On a one-dimensional periodic grid with all its wave vectors kept, it does. Let the grid have $n\ge1$ points, labelled $x=0,\dots,n-1$, let $I$ be a set of them, and let $\theta$ be 1 on $I$ and 0 elsewhere. With integer labels $G,H$ for the wave vectors, taken modulo $n$, define

$$\hat\theta(G)=\frac1n\sum_x\theta(x)e^{-2\pi iGx/n},\qquad O(G,H)=\hat\theta(G-H).$$

Then $O^\dagger=O$, $O^2=O$ and $\operatorname{tr}O=|I|$, the number of points in $I$.

## Masking by FFT, and the effect of a cutoff

A code that transforms plane-wave coefficients to the grid, multiplies by a 0/1 mask and transforms back applies $O$, provided that it keeps all $n$ coefficients. A second application then changes nothing beyond rounding error, which gives a simple test of the routine.

A basis cutoff keeps only a block of $O$, and the block need not be idempotent. For $n=2$ and $I=\{0\}$, all four entries of $O$ are $1/2$; keeping only $G=0$ leaves the number $1/2$, whose square is $1/4$.

## From orthogonal plane waves to the projector

Let $W(G,x)=e^{-2\pi iGx/n}$. Then

$$(W^\dagger W)(x,y)=\sum_G e^{2\pi iG(x-y)/n}=n\,\delta_{xy}.$$

For $x=y$ every term is 1. Otherwise this is a geometric sum with ratio $r\ne1$ and $r^n=1$, so it vanishes.

For any complex grid function $f$, let $\hat f$ be defined as $\hat\theta$ was, and let $M_f(G,H)=\hat f(G-H)$. Splitting the phase gives

$$M_f(G,H)=\frac1n\sum_x e^{-2\pi iGx/n}f(x)e^{2\pi iHx/n},\qquad M_f=\frac1n W D_f W^\dagger,$$

where $D_f$ is the diagonal matrix of $f$. Therefore

$$M_fM_g=\frac1{n^2}WD_f(W^\dagger W)D_gW^\dagger=\frac1nWD_{fg}W^\dagger=M_{fg},$$

$$M_f^\dagger=M_{\bar f},\qquad \operatorname{tr}M_f=n\hat f(0)=\sum_x f(x).$$

Setting $f=\theta$, with $\bar\theta=\theta$ and $\theta^2=\theta$, gives the three properties of $O=M_\theta$.

Conversely, $W^\dagger M_fW=nD_f$, so the matrix determines $f$. If $M_f^2=M_f$, then $f(x)^2=f(x)$ at every point, each value is 0 or 1, and $f$ is a step function.

Finally, the $(0,0)$ entry of $O^2=O$ is a sum rule:

$$\sum_H|\hat\theta(H)|^2=\sum_H O(0,H)O(H,0)=O(0,0)=\frac{|I|}{n}.$$

## The Lean file

```lean
import Mathlib

open Matrix

namespace StepFunctionFourier

noncomputable section

variable {n : ℕ} [NeZero n]

/-- The Fourier coefficient of a function on the periodic grid of `n` points,
normalised by `1/n`, at the wave vector `G`. -/
def coeff (f : ZMod n → ℂ) (G : ZMod n) : ℂ :=
  (n : ℂ)⁻¹ * ∑ x, f x * ZMod.stdAddChar (-(G * x))

/-- The step function of a region `I`: one on `I` and zero elsewhere. -/
def step (I : Finset (ZMod n)) (x : ZMod n) : ℂ := if x ∈ I then 1 else 0

/-- The plane-wave matrix of a grid function, with entries `fhat (G - H)`. -/
def waveMatrix (f : ZMod n → ℂ) : Matrix (ZMod n) (ZMod n) ℂ :=
  Matrix.of fun G H => coeff f (G - H)

/-- The table of conjugate plane waves, with wave vectors as rows and grid points as columns. -/
def planeWaves (n : ℕ) [NeZero n] : Matrix (ZMod n) (ZMod n) ℂ :=
  Matrix.of fun G x => ZMod.stdAddChar (-(G * x))

/-- The Fourier coefficient is the sum of `f x * exp (-2 π i G x / n)` over the grid,
divided by `n`. -/
theorem coeff_eq_exp (f : ZMod n → ℂ) (G : ZMod n) :
    coeff f G = (n : ℂ)⁻¹ * ∑ x : ZMod n,
      f x * Complex.exp (-2 * Real.pi * Complex.I * G.val * x.val / n) := by
  unfold coeff
  congr 1
  refine Finset.sum_congr rfl fun x _ => ?_
  have hx : -(G * x) = ((-((G.val : ℤ) * (x.val : ℤ)) : ℤ) : ZMod n) := by simp
  rw [hx, ZMod.stdAddChar_coe]
  congr 2
  push_cast
  ring

/-- The columns of `planeWaves`, one for each grid point, are mutually orthogonal, and each has
squared norm `n`. -/
theorem planeWaves_orthogonal :
    (planeWaves n)ᴴ * planeWaves n = (n : ℂ) • (1 : Matrix (ZMod n) (ZMod n) ℂ) := by
  ext x y
  have hs : ∀ a : ZMod n, star (ZMod.stdAddChar (-a) : ℂ) = ZMod.stdAddChar a := fun a => by
    rw [AddChar.map_neg_eq_conj]
    exact star_star _
  -- the two phases combine into one that depends on `x - y`
  have h : ∀ G : ZMod n, star (ZMod.stdAddChar (-(G * x)) : ℂ) * ZMod.stdAddChar (-(G * y))
      = ZMod.stdAddChar (G * (x - y)) := fun G => by
    rw [hs, ← AddChar.map_add_eq_mul]
    congr 1
    ring
  rw [Matrix.smul_apply, Matrix.one_apply, Matrix.mul_apply]
  simp only [Matrix.conjTranspose_apply, planeWaves, Matrix.of_apply, h]
  rw [AddChar.sum_mulShift (x - y) (ZMod.isPrimitive_stdAddChar n)]
  by_cases hxy : x = y
  · simp [hxy, ZMod.card]
  · simp [sub_eq_zero, hxy]

/-- The matrix `fhat (G - H)` is multiplication by `f` on the grid, transformed to plane waves. -/
theorem waveMatrix_eq (f : ZMod n → ℂ) :
    waveMatrix f = (n : ℂ)⁻¹ • (planeWaves n * diagonal f * (planeWaves n)ᴴ) := by
  ext G H
  have hs : ∀ a : ZMod n, star (ZMod.stdAddChar (-a) : ℂ) = ZMod.stdAddChar a := fun a => by
    rw [AddChar.map_neg_eq_conj]
    exact star_star _
  rw [Matrix.smul_apply, Matrix.mul_apply]
  simp only [Matrix.mul_diagonal, Matrix.conjTranspose_apply, planeWaves, Matrix.of_apply,
    waveMatrix, coeff, smul_eq_mul, hs]
  congr 1
  refine Finset.sum_congr rfl fun x _ => ?_
  have h : (ZMod.stdAddChar (-((G - H) * x)) : ℂ)
      = ZMod.stdAddChar (-(G * x)) * ZMod.stdAddChar (H * x) := by
    rw [← AddChar.map_add_eq_mul]
    congr 1
    ring
  rw [h]
  ring

/-- The product of the plane-wave matrices of `f` and `g` is the plane-wave matrix of the
pointwise product. -/
theorem waveMatrix_mul (f g : ZMod n → ℂ) :
    waveMatrix f * waveMatrix g = waveMatrix (fun x => f x * g x) := by
  have hn : (n : ℂ) ≠ 0 := Nat.cast_ne_zero.mpr (NeZero.ne n)
  have hc : (n : ℂ)⁻¹ * (n : ℂ)⁻¹ * n = (n : ℂ)⁻¹ := by
    rw [mul_assoc, inv_mul_cancel₀ hn, mul_one]
  rw [waveMatrix_eq f, waveMatrix_eq g, waveMatrix_eq]
  calc _ = ((n : ℂ)⁻¹ * (n : ℂ)⁻¹) • (planeWaves n * diagonal f *
        ((planeWaves n)ᴴ * planeWaves n) * diagonal g * (planeWaves n)ᴴ) := by
        simp only [Matrix.smul_mul, Matrix.mul_smul, smul_smul, Matrix.mul_assoc]
    _ = _ := by
        -- the sum over intermediate wave vectors is complete
        rw [planeWaves_orthogonal]
        simp only [Matrix.mul_smul, Matrix.smul_mul, Matrix.mul_one, smul_smul]
        rw [hc, Matrix.mul_assoc (planeWaves n), Matrix.diagonal_mul_diagonal]

/-- The adjoint of the plane-wave matrix of `f` is the plane-wave matrix of the complex
conjugate of `f`. -/
theorem waveMatrix_conjTranspose (f : ZMod n → ℂ) :
    (waveMatrix f)ᴴ = waveMatrix (star f) := by
  have hs : star ((n : ℂ)⁻¹) = (n : ℂ)⁻¹ := by simp
  rw [waveMatrix_eq f, waveMatrix_eq, Matrix.conjTranspose_smul, Matrix.conjTranspose_mul,
    Matrix.conjTranspose_mul, Matrix.conjTranspose_conjTranspose,
    Matrix.diagonal_conjTranspose, hs, Matrix.mul_assoc]

/-- The trace of the plane-wave matrix of `f` is the sum of `f` over the grid. -/
theorem waveMatrix_trace (f : ZMod n → ℂ) : (waveMatrix f).trace = ∑ x, f x := by
  have hn : (n : ℂ) ≠ 0 := Nat.cast_ne_zero.mpr (NeZero.ne n)
  have h0 : coeff f 0 = (n : ℂ)⁻¹ * ∑ x, f x := by simp [coeff]
  simp only [Matrix.trace, Matrix.diag_apply, waveMatrix, Matrix.of_apply, sub_self, h0,
    Finset.sum_const, Finset.card_univ, ZMod.card, nsmul_eq_mul]
  rw [← mul_assoc, mul_inv_cancel₀ hn, one_mul]

/-- The full plane-wave matrix of the step function of a region `I` is a Hermitian idempotent
whose trace is the number of grid points in `I`. -/
theorem step_projector (I : Finset (ZMod n)) :
    (waveMatrix (step I)).IsHermitian ∧
      waveMatrix (step I) * waveMatrix (step I) = waveMatrix (step I) ∧
      (waveMatrix (step I)).trace = I.card := by
  refine ⟨?_, ?_, ?_⟩
  · -- the step function is real
    have h : star (step I) = step I := by
      funext x
      by_cases hx : x ∈ I <;> simp [step, hx]
    rw [Matrix.IsHermitian, waveMatrix_conjTranspose, h]
  · -- the step function equals its own square
    rw [waveMatrix_mul]
    congr 1
    funext x
    by_cases hx : x ∈ I <;> simp [step, hx]
  · rw [waveMatrix_trace]
    simp [step]

/-- Two grid functions with the same plane-wave matrix are equal. -/
theorem waveMatrix_injective :
    Function.Injective (waveMatrix : (ZMod n → ℂ) → Matrix (ZMod n) (ZMod n) ℂ) := by
  have hn : (n : ℂ) ≠ 0 := Nat.cast_ne_zero.mpr (NeZero.ne n)
  -- transforming back to the grid recovers the diagonal matrix of `f`
  have key : ∀ f : ZMod n → ℂ,
      (planeWaves n)ᴴ * waveMatrix f * planeWaves n = (n : ℂ) • diagonal f := fun f => by
    calc _ = (n : ℂ)⁻¹ • (((planeWaves n)ᴴ * planeWaves n) * diagonal f *
          ((planeWaves n)ᴴ * planeWaves n)) := by
          rw [waveMatrix_eq]
          simp only [Matrix.smul_mul, Matrix.mul_smul, Matrix.mul_assoc]
      _ = _ := by
          rw [planeWaves_orthogonal]
          simp only [Matrix.smul_mul, Matrix.mul_smul, Matrix.one_mul, Matrix.mul_one, smul_smul]
          congr 1
          field_simp
  intro f g h
  funext x
  have h1 : (n : ℂ) • diagonal f = (n : ℂ) • diagonal g := by rw [← key f, ← key g, h]
  have h2 := congrFun (congrFun h1 x) x
  simp only [Matrix.smul_apply, Matrix.diagonal_apply_eq, smul_eq_mul] at h2
  exact mul_left_cancel₀ hn h2

/-- The full plane-wave matrix of a complex grid function is idempotent exactly when the
function is the step function of some region. -/
theorem idempotent_iff_step (f : ZMod n → ℂ) :
    waveMatrix f * waveMatrix f = waveMatrix f ↔ ∃ I : Finset (ZMod n), f = step I := by
  constructor
  · intro h
    rw [waveMatrix_mul] at h
    refine ⟨Finset.univ.filter (fun x => f x = 1), funext fun x => ?_⟩
    have hx : f x * f x = f x := congrFun (waveMatrix_injective h) x
    have h2 : f x * (f x - 1) = 0 := by linear_combination hx
    rcases mul_eq_zero.mp h2 with h3 | h3
    · simp [step, h3]
    · simp [step, sub_eq_zero.mp h3]
  · rintro ⟨I, rfl⟩
    exact (step_projector I).2.1

/-- The squared moduli of all Fourier coefficients of a step function add up to the fraction
of the grid that the region fills. -/
theorem step_sum_rule (I : Finset (ZMod n)) :
    ∑ G, ‖coeff (step I) G‖ ^ 2 = (I.card : ℝ) / n := by
  obtain ⟨herm, idem, -⟩ := step_projector I
  have hh : ∀ H, waveMatrix (step I) 0 H * waveMatrix (step I) H 0
      = ((‖coeff (step I) H‖ ^ 2 : ℝ) : ℂ) := fun H => by
    have hG : waveMatrix (step I) H 0 = coeff (step I) H := by simp [waveMatrix]
    rw [← herm.apply 0 H, hG]
    push_cast
    exact Complex.conj_mul' _
  have h00 : waveMatrix (step I) 0 0 = (((I.card : ℝ) / n : ℝ) : ℂ) := by
    simp [waveMatrix, coeff, step, div_eq_mul_inv, mul_comm]
  -- read off the (0,0) entry of the idempotency relation
  have h := congrFun (congrFun idem 0) 0
  rw [Matrix.mul_apply, Finset.sum_congr rfl (fun H _ => hh H), h00] at h
  exact_mod_cast h

end

end StepFunctionFourier
```

```lean
#print axioms StepFunctionFourier.coeff_eq_exp
-- 'StepFunctionFourier.coeff_eq_exp' depends on axioms: [propext, Classical.choice, Quot.sound]
#print axioms StepFunctionFourier.step_projector
-- 'StepFunctionFourier.step_projector' depends on axioms: [propext, Classical.choice, Quot.sound]
#print axioms StepFunctionFourier.idempotent_iff_step
-- 'StepFunctionFourier.idempotent_iff_step' depends on axioms: [propext, Classical.choice, Quot.sound]
#print axioms StepFunctionFourier.step_sum_rule
-- 'StepFunctionFourier.step_sum_rule' depends on axioms: [propext, Classical.choice, Quot.sound]
```

## What the theorems say about a code

`ZMod n` labels both grid points and wave vectors, so `G - H` wraps around the grid. `NeZero n` says $n\ge1$, and `I` is an arbitrary `Finset` of points, possibly empty. `coeff`, `step` and `waveMatrix` are $\hat f$, $\theta$ and $M_f$; `planeWaves` is the unnormalised $W$. `coeff_eq_exp` confirms the sign and the factor $1/n$ by writing out the exponential.

`step_projector` states the three properties of $O$. `idempotent_iff_step` includes the converse for every complex `f`, without assuming that the matrix is Hermitian.

In `planeWaves_orthogonal`, `AddChar.sum_mulShift` does the work of the geometric sum. `waveMatrix_eq` splits the phase entry by entry, and the `calc` block in `waveMatrix_mul` regroups the product around $W^\dagger W$. `waveMatrix_conjTranspose` and `waveMatrix_trace` supply the adjoint and trace; `step_projector` then checks the two cases `x ∈ I` and `x ∉ I`.

For the converse, `key` inside `waveMatrix_injective` transforms back to the grid, and `idempotent_iff_step` takes as its region the points where `f x = 1`. `step_sum_rule` reads off the $(0,0)$ entry, using `herm.apply` to turn each product into a squared modulus.

The guarantee concerns sampled step functions in one dimension, with complex numbers free of rounding. The theorems do not cover a truncated basis, coefficients obtained by integrating over continuous spheres, or the atomic-sphere part of an augmented-wave overlap.
